# Point charges between the central sites of a linear chain: the Coulomb sum converges exactly when they are neutral

Place unit charges at $\pm1, \pm2, \pm3, \dots$ on a line and one more unit charge at the origin. In the Coulomb sum of this last charge with all the others, the nearest pair of sites contributes $1+1=2$, the next pair $1$, the third $2/3$. Going from $N$ pairs to $2N$ adds $N$ terms, each at least $1/N$, so every doubling of the chain adds at least $1$ and the sum never settles.

Now move the unit charge to $1/2$ and put a charge $-1$ at the origin. The same three pairs contribute $2/3$, $1/15$ and $2/105$. The slowly decaying parts cancel, and what is left falls off quickly.

## Charges, sites and signs

The chain has spacing $L>0$ and unit charges at $\pm L, \pm 2L, \dots, \pm NL$; there is no site at the origin. Distances are real and the Coulomb constant is $1$. The potential at $x$ of the two sites $\pm nL$ is

$$\phi_n(x)=\frac{1}{|x-nL|}+\frac{1}{|x+nL|},$$

written `pairPotential L x n`. Finitely many charges $q_j$, of either sign, sit at positions $x_j$ on the same axis, away from the sites. Their total is $Q=\sum_j q_j$, and their Coulomb sum with the chain is

$$C_N=\sum_{n=0}^{N-1}\sum_j q_j\,\phi_{n+1}(x_j),$$

written `chainSum q x L N`. The index $n$ starts at $0$, hence the shift to $n+1$. The third definition, `chainShift L x`, is the potential difference between $x$ and the origin, summed over the infinite chain:

$$S(x)=\sum_{n=0}^{\infty}\bigl[\phi_{n+1}(x)-\phi_{n+1}(0)\bigr].$$

The sites carry charge $+1$. For nuclei $q_j$ attracted by electrons at the sites, $C_N$ is minus the energy of this attraction.

In a periodic Gaussian-basis calculation on a polymer, the nuclear-attraction sum and the electron-repulsion sum each grow with the number of cells included; the problems below treat the logarithmic growth for point charges on one axis, in place of Gaussian densities, and for a chain cut off symmetrically.

```lean
import Mathlib

open Filter Topology

namespace NuclearChain

noncomputable section

/-- Potential at position `x` on the axis of two unit charges at `n L` and `-n L`,
for `x` away from both charges. -/
def pairPotential (L x : ℝ) (n : ℕ) : ℝ := 1 / |x - n * L| + 1 / |x + n * L|

/-- Coulomb sum of charges `q j` at positions `x j` with unit charges at `±L, ±2L, …, ±N L`,
for positions that avoid these sites. -/
def chainSum {ι : Type*} [Fintype ι] (q x : ι → ℝ) (L : ℝ) (N : ℕ) : ℝ :=
  ∑ n ∈ Finset.range N, ∑ j, q j * pairPotential L (x j) (n + 1)

/-- Potential difference between `x` and the origin, summed over all pairs of chain sites,
for `|x| < L`. -/
def chainShift (L x : ℝ) : ℝ :=
  ∑' n : ℕ, (pairPotential L x (n + 1) - pairPotential L 0 (n + 1))
```

## (a) The potential at the origin

**Task.** For $L>0$ and $n\ge 0$, find the potential at the origin of the sites $\pm(n+1)L$:

$$\phi_{n+1}(0)=\frac{2}{(n+1)L}.$$

**Solution.** Both sites lie at distance $(n+1)L$, and each contributes $1/((n+1)L)$. In Lean, the rewriting removes the absolute values and `ring` adds the two equal fractions.

```lean
/-- At the origin the sites `±(n+1)L` of a chain with spacing `L > 0` give `2/((n+1)L)`. -/
theorem pairPotential_zero {L : ℝ} (hL : 0 < L) (n : ℕ) :
    pairPotential L 0 (n + 1) = 2 / (((n + 1 : ℕ) : ℝ) * L) := by
  unfold pairPotential
  rw [zero_sub, zero_add, abs_neg, abs_of_nonneg (by positivity)]
  ring
```

## (b) Distances without absolute values

**Task.** For $|x|<L$ and $n\ge1$, show that

$$\phi_n(x)=\frac1{nL-x}+\frac1{nL+x}.$$

**Solution.** Since $n\ge1$, we have $nL\ge L>|x|$. Therefore $x-nL<0$ and $x+nL>0$, which fixes the sign of each absolute value. The inequality $nL\ge L$ is `hnL` in the proof, and the two calls of `linarith` supply the signs.

```lean
/-- For `|x| < L` and `n ≥ 1` the potential at `x` of the two sites `±nL` is
`1/(nL - x) + 1/(nL + x)`. -/
theorem pairPotential_eq {L x : ℝ} (h : |x| < L) {n : ℕ} (hn : 1 ≤ n) :
    pairPotential L x n = 1 / (n * L - x) + 1 / (n * L + x) := by
  have hL : 0 < L := (abs_nonneg x).trans_lt h
  have hm : (1 : ℝ) ≤ n := by exact_mod_cast hn
  have hnL : L ≤ n * L := by nlinarith
  obtain ⟨h1, h2⟩ := abs_lt.1 h
  unfold pairPotential
  rw [abs_of_neg (by linarith : x - n * L < 0), abs_of_pos (by linarith : 0 < x + n * L),
    neg_sub, add_comm x]
```

## (c) The potential difference for one pair of sites

**Task.** For $|x|<L$ and $n\ge1$, show that

$$\phi_n(x)-\phi_n(0)=\frac{2x^2}{nL\,\bigl((nL)^2-x^2\bigr)},$$

with a positive denominator.

**Solution.** Write $a=nL$, so that $a>|x|$. By (b), used at $x$ and at $0$,

$$\frac1{a-x}+\frac1{a+x}-\frac2a=\frac{2a}{a^2-x^2}-\frac2a=\frac{2a^2-2(a^2-x^2)}{a(a^2-x^2)}=\frac{2x^2}{a(a^2-x^2)}.$$

The denominator is $a(a-x)(a+x)$, a product of positive factors.

The theorem states the positivity and the equation together, because later parts use both. In its proof `generalize` introduces $a$, and `field_simp` with `ring` carries out the fraction algebra.

```lean
/-- For `|x| < L` and `n ≥ 1`, the potential difference between `x` and the origin is
`2x² / (nL((nL)² - x²))`, with a positive denominator. -/
theorem pairPotential_sub_zero {L x : ℝ} (h : |x| < L) {n : ℕ} (hn : 1 ≤ n) :
    0 < n * L * ((n * L) ^ 2 - x ^ 2) ∧
    pairPotential L x n - pairPotential L 0 n
      = 2 * x ^ 2 / (n * L * ((n * L) ^ 2 - x ^ 2)) := by
  have hL : 0 < L := (abs_nonneg x).trans_lt h
  have hm : (1 : ℝ) ≤ n := by exact_mod_cast hn
  have hnL : L ≤ n * L := by nlinarith
  obtain ⟨h1, h2⟩ := abs_lt.1 h
  rw [pairPotential_eq h hn, pairPotential_eq (by simpa using hL) hn]
  generalize (n : ℝ) * L = a at hnL ⊢
  have ha : 0 < a := by linarith
  have hs : 0 < a - x := by linarith
  have ht : 0 < a + x := by linarith
  rw [sub_zero, add_zero, show a ^ 2 - x ^ 2 = (a - x) * (a + x) by ring]
  refine ⟨by positivity, ?_⟩
  have hs' := hs.ne'
  have ht' := ht.ne'
  field_simp
  ring
```

## (d) Convergence of the potential differences

**Task.** For $|x|<L$, show that the series defining $S(x)$ converges, by establishing

$$0\le\phi_{n+1}(x)-\phi_{n+1}(0)\le\frac{2x^2}{L(L^2-x^2)}\,\frac1{(n+1)^2}.$$

**Solution.** Put $m=n+1\ge1$. The lower bound follows from (c). For the upper bound, $(m^2-1)x^2\ge0$ gives

$$m^2L^2-x^2\ge m^2(L^2-x^2).$$

Multiplying the left side by $mL\ge L$ yields

$$mL(m^2L^2-x^2)\ge L\,m^2(L^2-x^2)>0.$$

A larger denominator makes a smaller fraction, so the bound follows from (c). The series $\sum 1/m^2$ converges, and comparison finishes the argument.

The theorem states the convergence; the two bounds appear inside its proof as the two goals of `Summable.of_nonneg_of_le`. There `h1` is the first displayed inequality of the solution, and the last `nlinarith` produces the second.

```lean
/-- For `|x| < L` the potential differences between `x` and the origin are summable
over the infinite chain. -/
theorem summable_shift {L x : ℝ} (h : |x| < L) :
    Summable fun n : ℕ => pairPotential L x (n + 1) - pairPotential L 0 (n + 1) := by
  have hL : 0 < L := (abs_nonneg x).trans_lt h
  have hx : 0 < L ^ 2 - x ^ 2 := by
    obtain ⟨h1, h2⟩ := abs_lt.1 h
    nlinarith
  have h0 : Summable fun n : ℕ => 1 / (n : ℝ) ^ 2 :=
    Real.summable_one_div_nat_pow.2 one_lt_two
  -- compare with a multiple of the series of inverse squares
  refine Summable.of_nonneg_of_le (fun n => ?_) (fun n => ?_)
    (((summable_nat_add_iff 1).2 h0).mul_left (2 * x ^ 2 / (L * (L ^ 2 - x ^ 2))))
  · obtain ⟨hp, he⟩ := pairPotential_sub_zero h (Nat.le_add_left 1 n)
    rw [he]
    exact div_nonneg (by positivity) hp.le
  · rw [(pairPotential_sub_zero h (Nat.le_add_left 1 n)).2, div_mul_div_comm, mul_one]
    have hm : (1 : ℝ) ≤ ((n + 1 : ℕ) : ℝ) := by exact_mod_cast Nat.le_add_left 1 n
    generalize ((n + 1 : ℕ) : ℝ) = m at hm ⊢
    have hm2 : 1 ≤ m ^ 2 := by nlinarith
    have h1 : m ^ 2 * (L ^ 2 - x ^ 2) ≤ (m * L) ^ 2 - x ^ 2 := by
      nlinarith [mul_nonneg (sub_nonneg.2 hm2) (sq_nonneg x)]
    have h2 : 0 ≤ (m * L) ^ 2 - x ^ 2 := le_trans (by positivity) h1
    refine div_le_div_of_nonneg_left (by positivity) (by positivity) ?_
    nlinarith [mul_le_mul_of_nonneg_left h1 hL.le,
      mul_nonneg (mul_nonneg (sub_nonneg.2 hm) hL.le) h2]
```

## (e) Splitting off the harmonic number

**Task.** Let $H_N=\sum_{n=0}^{N-1}1/(n+1)$. Show that for every finite $N$

$$C_N=\sum_j q_j\sum_{n=0}^{N-1}\bigl[\phi_{n+1}(x_j)-\phi_{n+1}(0)\bigr]+\frac{2Q}{L}H_N.$$

**Solution.** Exchange the two finite sums, then add and subtract $\phi_{n+1}(0)$ in each term. The differences give the first part. By (a), what was added sums to

$$\sum_j q_j\sum_{n=0}^{N-1}\frac{2}{(n+1)L}=\frac{2Q}{L}H_N.$$

In the code, `hH` sums the potential at the origin, `hj` does the splitting for one charge, and `Finset.sum_comm` exchanges the sums.

```lean
variable {ι : Type*} [Fintype ι]

/-- For spacing `L > 0` the finite chain sum is the sum of the potential differences between `x j`
and the origin, weighted by the charges `q j`, plus the total charge times `2/L` times a harmonic
number. -/
theorem chainSum_eq (q x : ι → ℝ) {L : ℝ} (hL : 0 < L) (N : ℕ) :
    chainSum q x L N = ∑ j, q j * ∑ n ∈ Finset.range N,
        (pairPotential L (x j) (n + 1) - pairPotential L 0 (n + 1))
      + 2 * (∑ j, q j) / L * (harmonic N : ℝ) := by
  have hH : ∑ n ∈ Finset.range N, pairPotential L 0 (n + 1) = 2 / L * (harmonic N : ℝ) := by
    rw [harmonic, Rat.cast_sum, Finset.mul_sum]
    refine Finset.sum_congr rfl fun n _ => ?_
    rw [pairPotential_zero hL, Rat.cast_inv, Rat.cast_natCast, mul_comm _ L, ← div_div,
      div_eq_mul_inv (2 / L)]
  have hj : ∀ j, ∑ n ∈ Finset.range N, q j * pairPotential L (x j) (n + 1)
      = q j * ∑ n ∈ Finset.range N,
        (pairPotential L (x j) (n + 1) - pairPotential L 0 (n + 1))
        + q j * (2 / L * (harmonic N : ℝ)) := by
    intro j
    rw [← Finset.mul_sum, Finset.sum_sub_distrib, hH]
    ring
  unfold chainSum
  rw [Finset.sum_comm, Finset.sum_congr rfl fun j _ => hj j, Finset.sum_add_distrib,
    ← Finset.sum_mul]
  ring
```

## (f) Growth of the chain sum and its constant term

**Task.** Let all charges satisfy $|x_j|<L$, and let $\gamma=\lim_{N\to\infty}(H_N-\ln N)$ be Euler's constant. Show that

$$C_N-\frac{2Q}{L}\ln N\;\longrightarrow\;\sum_j q_jS(x_j)+\frac{2Q}{L}\gamma .$$

**Solution.** Subtracting the logarithm from (e) gives

$$\sum_j q_j\sum_{n=0}^{N-1}\bigl[\phi_{n+1}(x_j)-\phi_{n+1}(0)\bigr]+\frac{2Q}{L}(H_N-\ln N).$$

By (d) each inner sum tends to $S(x_j)$, and there are finitely many charges. The last bracket tends to $\gamma$. These two limits are `h1` and `h2`; the second uses Mathlib's theorem on $H_N-\ln N$.

The coefficient of the logarithm depends on the charges only through $Q$. Their positions enter the constant term.

```lean
/-- For charges within `|x j| < L` and with total charge `Q`, the chain sum minus `(2Q/L) ln N`
tends to the sum of `q j * chainShift L (x j)` over the charges plus `2Q/L` times Euler's constant.
-/
theorem chainSum_asymptotics (q x : ι → ℝ) {L : ℝ} (hL : 0 < L) (h : ∀ j, |x j| < L) :
    Tendsto (fun N : ℕ => chainSum q x L N - 2 * (∑ j, q j) / L * Real.log N) atTop
      (𝓝 (∑ j, q j * chainShift L (x j)
        + 2 * (∑ j, q j) / L * Real.eulerMascheroniConstant)) := by
  have h1 : Tendsto (fun N : ℕ => ∑ j, q j * ∑ n ∈ Finset.range N,
      (pairPotential L (x j) (n + 1) - pairPotential L 0 (n + 1))) atTop
      (𝓝 (∑ j, q j * chainShift L (x j))) :=
    tendsto_finsetSum _ fun j _ =>
      (summable_shift (h j)).hasSum.tendsto_sum_nat.const_mul (q j)
  have h2 := Real.tendsto_harmonic_sub_log.const_mul (2 * (∑ j, q j) / L)
  refine (h1.add h2).congr fun N => ?_
  rw [chainSum_eq q x hL]
  ring
```

## (g) The leading coefficient

**Task.** Under the same conditions, show that

$$\frac{C_N}{\ln N}\longrightarrow\frac{2Q}{L}.$$

**Solution.** For $N\ge2$ the logarithm is nonzero, and

$$\frac{C_N}{\ln N}=\frac{C_N-(2Q/L)\ln N}{\ln N}+\frac{2Q}{L}.$$

The numerator on the right has a finite limit by (f), while $\ln N\to\infty$, so the first fraction tends to $0$. The lemma `div_atTop` expresses this step, and `filter_upwards` restricts the identity to $N>1$.

```lean
/-- For charges within `|x j| < L`, the chain sum divided by `ln N` tends to `2Q/L`,
where `Q` is the total charge. -/
theorem chainSum_div_log (q x : ι → ℝ) {L : ℝ} (hL : 0 < L) (h : ∀ j, |x j| < L) :
    Tendsto (fun N : ℕ => chainSum q x L N / Real.log N) atTop
      (𝓝 (2 * (∑ j, q j) / L)) := by
  have hlog : Tendsto (fun N : ℕ => Real.log (N : ℝ)) atTop atTop :=
    Real.tendsto_log_atTop.comp tendsto_natCast_atTop_atTop
  have h1 := ((chainSum_asymptotics q x hL h).div_atTop hlog).add_const (2 * (∑ j, q j) / L)
  rw [zero_add] at h1
  refine h1.congr' ?_
  filter_upwards [eventually_gt_atTop 1] with N hN
  have hN' : Real.log (N : ℝ) ≠ 0 := (Real.log_pos (by exact_mod_cast hN)).ne'
  rw [sub_div, mul_div_cancel_right₀ _ hN', sub_add_cancel]
```

## (h) The neutrality criterion

**Task.** Under the same conditions, show that

$$C_N\text{ has a finite limit}\iff Q=0.$$

**Solution.** Suppose $C_N\to V$ with $V$ finite. Then $C_N/\ln N\to0$. By (g) the same quotient tends to $2Q/L$, and limits are unique, so $2Q/L=0$ and $Q=0$.

Conversely, if $Q=0$, both terms containing $Q$ disappear from (f), and $C_N\to\sum_jq_jS(x_j)$.

The two directions are the two bullets of the proof, with `tendsto_nhds_unique` comparing the limits in the first. The existential statement `∃ V` ranges over real numbers, so an infinite limit does not count as convergence.

```lean
/-- For charges within `|x j| < L`, the chain sum has a finite limit exactly when the
total charge vanishes. -/
theorem chainSum_converges_iff_neutral (q x : ι → ℝ) {L : ℝ} (hL : 0 < L)
    (h : ∀ j, |x j| < L) :
    (∃ V, Tendsto (chainSum q x L) atTop (𝓝 V)) ↔ ∑ j, q j = 0 := by
  constructor
  · rintro ⟨V, hV⟩
    have hlog : Tendsto (fun N : ℕ => Real.log (N : ℝ)) atTop atTop :=
      Real.tendsto_log_atTop.comp tendsto_natCast_atTop_atTop
    -- a finite limit forces the coefficient of the logarithm to vanish
    have h0 := tendsto_nhds_unique (chainSum_div_log q x hL h) (hV.div_atTop hlog)
    rw [div_eq_zero_iff] at h0
    rcases h0 with h0 | h0
    · linarith
    · exact absurd h0 hL.ne'
  · intro hQ
    refine ⟨_, (chainSum_asymptotics q x hL h).congr fun N => ?_⟩
    rw [hQ, mul_zero, zero_div, zero_mul, sub_zero]
```

## (i) A bare charge at the origin

**Task.** For a single charge $Z$ and $L>0$, show that

$$\frac1{\ln N}\sum_{n=0}^{N-1}\frac{2Z}{(n+1)L}\longrightarrow\frac{2Z}{L}.$$

**Solution.** Apply (g) to one charge $q=Z$ at $x=0$. Then $Q=Z$, and by (a) the chain sum is the sum shown. Lean uses the one-element type `Unit` as the index set of the charges. The sign of $Z$ plays no role; for $Z>0$ the sum is the magnitude of the attraction between a nucleus and electrons at the sites, and it diverges.

```lean
/-- For real `Z` and `L > 0` the sum of `2Z/(nL)` over `n = 1, …, N`, divided by `ln N`, tends to
`2Z/L`. -/
theorem bare_attraction_div_log (Z : ℝ) {L : ℝ} (hL : 0 < L) :
    Tendsto (fun N : ℕ => (∑ n ∈ Finset.range N, 2 * Z / (((n : ℝ) + 1) * L)) / Real.log N)
      atTop (𝓝 (2 * Z / L)) := by
  have h := chainSum_div_log (fun _ : Unit => Z) (fun _ => 0) hL (fun _ => by simpa using hL)
  rw [Fintype.sum_unique] at h
  refine h.congr fun N => ?_
  congr 1
  unfold chainSum
  refine Finset.sum_congr rfl fun n _ => ?_
  rw [Fintype.sum_unique, pairPotential_zero hL]
  push_cast
  ring
```

## (j) A displaced charge and its compensation

**Task.** Let $Z>0$ and $0<d<L$. Put $Z$ at $d$ and $-Z$ at the origin. Show that

$$\sum_{n=0}^\infty Z\left(\frac1{(n+1)L-d}+\frac1{(n+1)L+d}-\frac2{(n+1)L}\right)=V\quad\text{for some finite }V>0.$$

**Solution.** By (a) and (b) the general term is $Z[\phi_{n+1}(d)-\phi_{n+1}(0)]$. The series therefore converges by (d), with value $V=Z\,S(d)$. By (c) every term is positive, since $d\ne0$, and so $V>0$.

In the proof, `hpos` is the positivity of the terms. The lemma `tsum_pos` needs all terms nonnegative and one strictly positive, for which the term $n=0$ is chosen. `HasSum` says that the series converges to the stated $V$.

```lean
/-- For `Z > 0` and `0 < d < L`, the neutral combination of a charge `Z` at `d` and `-Z` at
the origin has a convergent chain sum with a positive value. -/
theorem neutral_combination_pos {Z L d : ℝ} (hZ : 0 < Z) (hd : 0 < d) (hdL : d < L) :
    ∃ V > 0, HasSum (fun n : ℕ => Z * (1 / (((n : ℝ) + 1) * L - d)
      + 1 / (((n : ℝ) + 1) * L + d) - 2 / (((n : ℝ) + 1) * L))) V := by
  have h : |d| < L := by rwa [abs_of_pos hd]
  have hpos : ∀ n : ℕ, 0 < pairPotential L d (n + 1) - pairPotential L 0 (n + 1) := by
    intro n
    obtain ⟨hp, he⟩ := pairPotential_sub_zero h (Nat.le_add_left 1 n)
    rw [he]
    exact div_pos (by positivity) hp
  refine ⟨Z * chainShift L d,
    mul_pos hZ ((summable_shift h).tsum_pos (fun n => (hpos n).le) 0 (hpos 0)), ?_⟩
  refine ((summable_shift h).hasSum.mul_left Z).congr_fun ?_
  intro n
  rw [pairPotential_eq h (Nat.le_add_left 1 n), pairPotential_zero (hd.trans hdL)]
  push_cast
  ring

end

end NuclearChain
```

```lean
#print axioms NuclearChain.chainSum_converges_iff_neutral
#print axioms NuclearChain.bare_attraction_div_log
#print axioms NuclearChain.neutral_combination_pos
```

```
'NuclearChain.chainSum_converges_iff_neutral' depends on axioms: [propext, Classical.choice, Quot.sound]
'NuclearChain.bare_attraction_div_log' depends on axioms: [propext, Classical.choice, Quot.sound]
'NuclearChain.neutral_combination_pos' depends on axioms: [propext, Classical.choice, Quot.sound]
```
